# Bounds on the second-order energy in a contracted space containing the coupling vector

Take a perturber space with two levels, at excitation energies 1 and 2, and a reference that couples equally to both. The zeroth-order operator is $A(x_0,x_1)=(x_0,2x_1)$, the coupling vector is $v=(1,1)$, and the second-order energy is the minimum of

$$J(x)=2\,\mathrm{Re}(x_0+x_1)+|x_0|^2+2|x_1|^2 .$$

With both amplitudes free, the minimum lies at $x=(-1,-\tfrac12)$ and equals $-\tfrac32$. If only multiples of $v$ are allowed, $x=(c,c)$, then $J=4\,\mathrm{Re}\,c+3|c|^2$, with minimum $-\tfrac43$ at $c=-\tfrac23$. For the normalised coupling vector $v/\sqrt2$ the two energies are $-\tfrac34$ and $-\tfrac23$. The single function $v$ forces both levels to share one amplitude, although their energies call for different ones, and this costs correlation energy.

## The bounds and their derivation

Let $A$ be a positive definite Hermitian operator on a finite-dimensional complex inner product space $E$, let $v\neq0$, and let $W$ be a subspace containing $v$. The inner product is conjugate-linear in its first argument. Define the Hylleraas functional and its minimum over $W$,

$$J(x)=2\,\mathrm{Re}\langle v,x\rangle+\langle x,Ax\rangle,\qquad E_W=\min_{x\in W}J(x).$$

Then

$$-\frac{\|v\|^4}{\langle v,Av\rangle}\;\ge\;E_W\;\ge\;-\langle v,A^{-1}v\rangle ,$$

and the outer values agree exactly when $v$ is an eigenvector of $A$.

In NEVPT2, consider the perturbers with one fixed occupation pattern of the inactive and virtual orbitals; the Dyall Hamiltonian does not couple them to perturbers with another pattern. On this space $A$ stands for the Dyall Hamiltonian minus the reference energy, and $v$ for the component in this space of the full Hamiltonian applied to the normalised reference. If $v\neq0$, the left value is the strongly contracted energy contribution of this space, the right value the uncontracted one, and a partially contracted space is a choice of $W$ between them. Positive definiteness says that every perturber state lies above the reference in zeroth-order energy. It excludes zero and negative excitation energies, but not small positive ones, so a nearly degenerate perturber can still make the second-order energy large.

**Displacements.** Since $A$ is Hermitian, $\mathrm{Re}\langle x,Ad\rangle=\mathrm{Re}\langle d,Ax\rangle$. Expanding $J(x+d)$ gives

$$J(x+d)=J(x)+2\,\mathrm{Re}\langle d,Ax+v\rangle+\langle d,Ad\rangle .$$

If the residual $Ax+v$ is orthogonal to $d$, only the last term is added.

**Existence of the minimum.** Let $P$ be the orthogonal projection onto $W$ and $T=PA|_W$. For nonzero $w\in W$, $\langle w,Tw\rangle=\langle w,Aw\rangle>0$, so $T$ is injective and, in finite dimension, surjective. Hence $Tx=-Pv$ has a solution $x\in W$, which means $\langle w,Ax+v\rangle=0$ for all $w\in W$. These are the amplitude equations. For any $y\in W$, put $d=y-x$; then $J(y)=J(x)+\langle d,Ad\rangle\ge J(x)$.

**Ordering.** If $W\subseteq W'$, the minimiser in $W$ is also a trial function in $W'$, so $E_{W'}\le E_W$. It remains to evaluate the two extremes of $\mathrm{span}\{v\}\subseteq W\subseteq E$.

**The extremes.** In the full space $x=-A^{-1}v$ makes the residual vanish, and

$$J(-A^{-1}v)=-2\langle v,A^{-1}v\rangle+\langle A^{-1}v,v\rangle=-\langle v,A^{-1}v\rangle .$$

On the line, put $x=cv$ and $a=\langle v,Av\rangle$. The amplitude equation $ca+\|v\|^2=0$ gives $c=-\|v\|^2/a$, and

$$J(cv)=2c\|v\|^2+c^2a=-\frac{\|v\|^4}{a}.$$

**Equality.** Let $x$ minimise $J$ over $W$ and put $d=x+A^{-1}v$. The displacement formula, started from $-A^{-1}v$, gives $E_W=E_E+\langle d,Ad\rangle$. So $E_W=E_E$ forces $d=0$ and $A^{-1}v=-x\in W$. Conversely, if $A^{-1}v\in W$, the uncontracted minimiser is available in $W$ and the energies agree. For $W=\mathrm{span}\{v\}$ the condition reads $A^{-1}v=cv$. Applying $A$ gives $v=cAv$, so $c\ne0$ and $Av=c^{-1}v$. In the other direction, $Av=\mu v$ has $\mu\neq0$ because $\langle v,Av\rangle>0$, and so $A^{-1}v=\mu^{-1}v$.

When $E$ has dimension one, every $v\ne0$ is an eigenvector and all three energies coincide.

The argument on the line also works for a trial direction other than $v$: for any nonzero $y\in W$, whether or not $W$ contains $v$, minimising $J(cy)$ over $c$ gives $E_W\le-|\langle v,y\rangle|^2/\langle y,Ay\rangle$.

## Operators, functional and energy in Lean

The space `E` is an arbitrary complex inner product space; finite dimension is added only later.

```lean
import Mathlib

open scoped InnerProductSpace

namespace ContractionHierarchy

noncomputable section

variable {E : Type*} [NormedAddCommGroup E] [InnerProductSpace ℂ E]
```

Positive definiteness has two parts, Hermitian symmetry and positive expectation values. The second is stated for the real part, which by symmetry is the whole value.

```lean
/-- `A` is a positive definite Hermitian operator: it is symmetric, and the real part of `⟨x,Ax⟩` is
positive for every nonzero `x`. -/
structure IsPosDef (A : E →ₗ[ℂ] E) : Prop where
  symm : A.IsSymmetric
  pos : ∀ x, x ≠ 0 → 0 < (⟪x, A x⟫_ℂ).re
```

The functional $J$ is real-valued by definition.

```lean
/-- The Hylleraas functional `2 Re⟨v,x⟩ + ⟨x,Ax⟩` of a trial first-order function `x`. -/
def hylleraas (A : E →ₗ[ℂ] E) (v x : E) : ℝ :=
  2 * (⟪v, x⟫_ℂ).re + (⟪x, A x⟫_ℂ).re
```

The energy $E_W$ is defined as an infimum over the image of `W`. That it is attained is proved below.

```lean
/-- The second-order energy in the contracted space `W`: the infimum of the Hylleraas functional
over `W`. -/
def contractedEnergy (A : E →ₗ[ℂ] E) (v : E) (W : Submodule ℂ E) : ℝ :=
  sInf (hylleraas A v '' (W : Set E))
```

## Displacements and the amplitude equations

The first lemma says that exchanging the arguments of an inner product preserves its real part.

```lean
lemma re_inner_comm (a b : E) : (⟪a, b⟫_ℂ).re = (⟪b, a⟫_ℂ).re := by
  rw [← inner_conj_symm a b, Complex.conj_re]
```

The displacement formula follows. In the proof, `h1` is the real part of the orthogonality condition and `h2` is the use of Hermiticity; `simp` expands the functional and `linarith` collects the terms.

```lean
/-- If the residual `Ax + v` is orthogonal to a displacement `d`, the displacement changes the
Hylleraas functional by exactly `⟨d,Ad⟩`. -/
theorem hylleraas_shift {A : E →ₗ[ℂ] E} (hA : IsPosDef A) {v x d : E}
    (h : ⟪d, A x + v⟫_ℂ = 0) :
    hylleraas A v (x + d) = hylleraas A v x + (⟪d, A d⟫_ℂ).re := by
  have h1 : (⟪d, A x⟫_ℂ).re + (⟪d, v⟫_ℂ).re = 0 := by
    rw [← Complex.add_re, ← inner_add_right, h, Complex.zero_re]
  have h2 : (⟪x, A d⟫_ℂ).re = (⟪d, A x⟫_ℂ).re := by
    rw [← hA.symm x d, re_inner_comm]
  have h3 := re_inner_comm v d
  simp only [hylleraas, map_add, inner_add_left, inner_add_right, Complex.add_re]
  linarith
```

A solution of the amplitude equations is therefore a minimiser. `IsLeast` says that a value belongs to a set and is a lower bound for it. The displacement is `y - x`, as in the derivation.

```lean
/-- A solution of the amplitude equations in `W` minimises the Hylleraas functional over `W`. -/
theorem isLeast_of_amplitudes {A : E →ₗ[ℂ] E} (hA : IsPosDef A) {v x : E} {W : Submodule ℂ E}
    (hx : x ∈ W) (h : ∀ w ∈ W, ⟪w, A x + v⟫_ℂ = 0) :
    IsLeast (hylleraas A v '' (W : Set E)) (hylleraas A v x) := by
  refine ⟨⟨x, hx, rfl⟩, ?_⟩
  rintro _ ⟨y, hy, rfl⟩
  have h1 := hylleraas_shift hA (h (y - x) (W.sub_mem hy hx))
  rw [add_sub_cancel] at h1
  have h2 : 0 ≤ (⟪y - x, A (y - x)⟫_ℂ).re := by
    by_cases h0 : y - x = 0
    · simp [h0]
    · exact (hA.pos _ h0).le
  linarith
```

## The inverse and the existence of a minimum

From here on `E` is finite-dimensional. The next lemma uses only positivity, so it applies both to $A$ and to its compression $T$.

```lean
variable [FiniteDimensional ℂ E]

lemma bijective_of_pos {A : E →ₗ[ℂ] E} (hp : ∀ x, x ≠ 0 → 0 < (⟪x, A x⟫_ℂ).re) :
    Function.Bijective A := by
  have hi : Function.Injective A := by
    refine (injective_iff_map_eq_zero A).2 fun x hx => ?_
    by_contra h0
    have h1 := hp x h0
    simp [hx] at h1
  exact ⟨hi, LinearMap.injective_iff_surjective.mp hi⟩
```

The inverse is thus constructed from positivity and does not enter as a separate assumption.

```lean
/-- The inverse `A⁻¹` of a positive definite operator. -/
def inverse {A : E →ₗ[ℂ] E} (hA : IsPosDef A) : E ≃ₗ[ℂ] E :=
  (LinearEquiv.ofBijective A (bijective_of_pos hA.pos)).symm

lemma apply_inverse {A : E →ₗ[ℂ] E} (hA : IsPosDef A) (v : E) : A (inverse hA v) = v :=
  (LinearEquiv.ofBijective A (bijective_of_pos hA.pos)).apply_symm_apply v
```

For the existence of the minimum, the adjoint of the inclusion `W.subtype` plays the part of the projection $P$. The fact `hT` is the identity $\langle w,Ty\rangle=\langle w,Ay\rangle$, and surjectivity of `T` supplies the amplitudes `x`.

```lean
/-- The contracted energy is attained: it is the minimum of the Hylleraas functional on `W`. -/
theorem contractedEnergy_isLeast {A : E →ₗ[ℂ] E} (hA : IsPosDef A) (v : E)
    (W : Submodule ℂ E) :
    IsLeast (hylleraas A v '' (W : Set E)) (contractedEnergy A v W) := by
  -- the compression `T` of `A` to `W` has `Re⟨w,Tw⟩ > 0` for nonzero `w`, so the amplitude
  -- equations are solvable
  let T : W →ₗ[ℂ] W := (LinearMap.adjoint W.subtype) ∘ₗ A ∘ₗ W.subtype
  have hT : ∀ w y : W, ⟪w, T y⟫_ℂ = ⟪(w : E), A (y : E)⟫_ℂ := fun w y =>
    LinearMap.adjoint_inner_right W.subtype w (A (y : E))
  have hb : Function.Bijective T := bijective_of_pos fun w hw => by
    rw [hT]
    exact hA.pos _ (by simpa using hw)
  obtain ⟨x, hx⟩ := hb.2 (-(LinearMap.adjoint W.subtype v))
  have h := isLeast_of_amplitudes hA (v := v) x.2 fun w hw => by
    have h1 : -⟪w, v⟫_ℂ = ⟪w, A (x : E)⟫_ℂ := by
      have h2 := hT ⟨w, hw⟩ x
      rw [hx, inner_neg_right, LinearMap.adjoint_inner_right] at h2
      exact h2
    rw [inner_add_right, ← h1, neg_add_cancel]
  rw [contractedEnergy, h.csInf_eq]
  exact h
```

The ordering takes the minimiser in `W` and uses it as a trial function in `W'`.

```lean
/-- Enlarging the contracted space can only lower the second-order energy. -/
theorem contractedEnergy_anti {A : E →ₗ[ℂ] E} (hA : IsPosDef A) (v : E)
    {W W' : Submodule ℂ E} (h : W ≤ W') :
    contractedEnergy A v W' ≤ contractedEnergy A v W := by
  obtain ⟨x, hx, he⟩ := (contractedEnergy_isLeast hA v W).1
  exact he ▸ (contractedEnergy_isLeast hA v W').2 ⟨x, h hx, rfl⟩
```

## The two extreme energies

The full space is written `⊤`. The first lemma identifies the minimiser $-A^{-1}v$, and the theorem after it evaluates the functional there.

```lean
lemma energy_top_eq {A : E →ₗ[ℂ] E} (hA : IsPosDef A) (v : E) :
    contractedEnergy A v ⊤ = hylleraas A v (-(inverse hA v)) :=
  (isLeast_of_amplitudes hA (W := ⊤) Submodule.mem_top fun w _ => by
    simp [apply_inverse hA v]).csInf_eq

/-- Without contraction the second-order energy is `-⟨v,A⁻¹v⟩`. -/
theorem uncontracted_energy {A : E →ₗ[ℂ] E} (hA : IsPosDef A) (v : E) :
    contractedEnergy A v ⊤ = -(⟪v, inverse hA v⟫_ℂ).re := by
  rw [energy_top_eq hA, hylleraas, map_neg, inner_neg_neg, inner_neg_right, apply_inverse,
    Complex.neg_re, re_inner_comm (inverse hA v) v]
  ring
```

The strongly contracted value is stated for $v\neq0$. It needs no finite dimension, because the amplitude on a line is explicit. The proof first shows that $\langle v,Av\rangle$ is a positive real number `a`; `key` then verifies the amplitude equation for $c=-\|v\|^2/a$, and the last lines compute $J(cv)$.

```lean
omit [FiniteDimensional ℂ E] in
/-- With the single perturber function `v` the second-order energy is `-‖v‖⁴/⟨v,Av⟩`. -/
theorem strongly_contracted_energy {A : E →ₗ[ℂ] E} (hA : IsPosDef A) {v : E} (hv : v ≠ 0) :
    contractedEnergy A v (Submodule.span ℂ {v}) = -‖v‖ ^ 4 / (⟪v, A v⟫_ℂ).re := by
  obtain ⟨a, ha⟩ : ∃ a : ℝ, ⟪v, A v⟫_ℂ = (a : ℂ) :=
    ⟨_, (Complex.conj_eq_iff_re.1 ((inner_conj_symm (A v) v).trans (hA.symm v v))).symm⟩
  have hpos : 0 < a := by
    have h := hA.pos v hv
    rwa [ha, Complex.ofReal_re] at h
  have hv2 : ⟪v, v⟫_ℂ = ((‖v‖ ^ 2 : ℝ) : ℂ) :=
    (inner_self_eq_norm_sq_to_K (𝕜 := ℂ) v).trans (Complex.ofReal_pow _ _).symm
  -- the optimal amplitude is `-‖v‖²/⟨v,Av⟩`
  have key : ⟪v, A (((-(‖v‖ ^ 2 / a) : ℝ) : ℂ) • v) + v⟫_ℂ = 0 := by
    rw [map_smul, inner_add_right, inner_smul_right, ha, hv2, ← Complex.ofReal_mul,
      ← Complex.ofReal_add, Complex.ofReal_eq_zero, neg_mul, div_mul_cancel₀ _ hpos.ne',
      neg_add_cancel]
  have h := isLeast_of_amplitudes hA (W := Submodule.span ℂ {v})
    (Submodule.smul_mem _ _ (Submodule.mem_span_singleton_self v)) fun w hw => by
      obtain ⟨z, rfl⟩ := Submodule.mem_span_singleton.1 hw
      rw [inner_smul_left, key, mul_zero]
  rw [contractedEnergy, h.csInf_eq]
  simp only [hylleraas, map_smul, inner_smul_left, inner_smul_right, ha, hv2,
    Complex.conj_ofReal, ← Complex.ofReal_mul, Complex.ofReal_re]
  field_simp
  ring
```

## When contraction costs nothing

The equality criterion holds for every subspace, including those that do not contain $v$. In the forward direction `h1` is the displacement formula started from $-A^{-1}v$, and `h3` is the conclusion $d=0$.

```lean
/-- Contraction to `W` leaves the second-order energy unchanged exactly when `A⁻¹v` lies
in `W`. -/
theorem lossless_iff {A : E →ₗ[ℂ] E} (hA : IsPosDef A) (v : E) (W : Submodule ℂ E) :
    contractedEnergy A v W = contractedEnergy A v ⊤ ↔ inverse hA v ∈ W := by
  constructor
  · intro h
    obtain ⟨x, hx, he⟩ := (contractedEnergy_isLeast hA v W).1
    have h1 := hylleraas_shift hA (v := v) (x := -(inverse hA v)) (d := x + inverse hA v)
      (by simp [apply_inverse hA v])
    have h2 : -(inverse hA v) + (x + inverse hA v) = x := by abel
    rw [h2, he, h, energy_top_eq hA] at h1
    -- equal energies force the two minimisers to coincide
    have h3 : x + inverse hA v = 0 := by
      by_contra h0
      have h4 := hA.pos _ h0
      linarith
    rw [eq_neg_of_add_eq_zero_right h3]
    exact W.neg_mem hx
  · intro h
    exact le_antisymm ((contractedEnergy_isLeast hA v W).2
      ⟨_, W.neg_mem h, (energy_top_eq hA v).symm⟩) (contractedEnergy_anti hA v le_top)
```

The main theorem takes a positive definite `A`, a nonzero `v` and a subspace `W` with `v ∈ W`. Its four parts state that the contracted energy is a minimum, that it lies at or below the strongly contracted value, that it lies at or above the uncontracted value, and that these two values are equal if and only if `A v = μ • v` for some complex `μ`. The specific form of the Dyall Hamiltonian does not enter: any positive definite operator will do, and positivity is a hypothesis to be established for the system at hand.

The proof rewrites the outer values as energies over the line and over the full space. Both inequalities are then instances of the ordering, and the last part is the equality criterion for the line, followed by the eigenvector argument given above.

```lean
/-- Contraction hierarchy: for `v ∈ W` the minimum over `W` lies between `-⟨v,A⁻¹v⟩` and
`-‖v‖⁴/⟨v,Av⟩`, and these two values agree exactly when `v` is an eigenvector of `A`. -/
theorem contraction_hierarchy {A : E →ₗ[ℂ] E} (hA : IsPosDef A) {v : E} (hv : v ≠ 0)
    {W : Submodule ℂ E} (hW : v ∈ W) :
    IsLeast (hylleraas A v '' (W : Set E)) (contractedEnergy A v W) ∧
    contractedEnergy A v W ≤ -‖v‖ ^ 4 / (⟪v, A v⟫_ℂ).re ∧
    -(⟪v, inverse hA v⟫_ℂ).re ≤ contractedEnergy A v W ∧
    (-‖v‖ ^ 4 / (⟪v, A v⟫_ℂ).re = -(⟪v, inverse hA v⟫_ℂ).re ↔ ∃ μ : ℂ, A v = μ • v) := by
  rw [← strongly_contracted_energy hA hv, ← uncontracted_energy hA v]
  refine ⟨contractedEnergy_isLeast hA v W,
    contractedEnergy_anti hA v ((Submodule.span_singleton_le_iff_mem v W).2 hW),
    contractedEnergy_anti hA v le_top, ?_⟩
  rw [lossless_iff hA, Submodule.mem_span_singleton]
  constructor
  · rintro ⟨c, hc⟩
    have h1 : c • A v = v := by rw [← map_smul, hc, apply_inverse]
    have hc0 : c ≠ 0 := by
      rintro rfl
      exact hv (by rw [← h1, zero_smul])
    exact ⟨c⁻¹, by rw [eq_inv_smul_iff₀ hc0, h1]⟩
  · rintro ⟨μ, hμ⟩
    have hμ0 : μ ≠ 0 := by
      rintro rfl
      have h1 := hA.pos v hv
      simp [hμ] at h1
    refine ⟨μ⁻¹, (bijective_of_pos hA.pos).1 ?_⟩
    rw [map_smul, hμ, apply_inverse, inv_smul_smul₀ hμ0]
```

## The two-level operator

The opening example is the operator `twoLevel`, with components numbered 0 and 1.

```lean
/-- The two-level operator with excitation energies 1 and 2. -/
def twoLevel : EuclideanSpace ℂ (Fin 2) →ₗ[ℂ] EuclideanSpace ℂ (Fin 2) where
  toFun x := !₂[x 0, 2 * x 1]
  map_add' x y := by ext i; fin_cases i <;> simp [mul_add]
  map_smul' c x := by ext i; fin_cases i <;> simp [mul_left_comm]
```

It is positive definite because $\langle x,Ax\rangle=|x_0|^2+2|x_1|^2$. The vector $(1,1)$ is not an eigenvector, since the two components would require $\mu=1$ and $\mu=2$ at once. By the main theorem the strongly contracted and uncontracted energies therefore differ for this pair. Their values $-\tfrac43$ and $-\tfrac32$, like the bound for a general direction $y$, rest on the algebra above and are not stated in the file.

```lean
/-- The two-level operator is positive definite, and the vector `(1,1)` is not an eigenvector
of it. -/
theorem twoLevel_witness : IsPosDef twoLevel ∧
    ¬ ∃ μ : ℂ, twoLevel !₂[1, 1] = μ • !₂[1, 1] := by
  refine ⟨⟨fun x y => ?_, fun x hx => ?_⟩, ?_⟩
  · have h2 : (starRingEnd ℂ) (2 : ℂ) = 2 := Complex.conj_eq_iff_real.2 ⟨2, by norm_num⟩
    simp [twoLevel, PiLp.inner_apply, Fin.sum_univ_two]
    linear_combination (y 1 * (starRingEnd ℂ) (x 1)) * h2
  · have h : (⟪x, twoLevel x⟫_ℂ).re = Complex.normSq (x 0) + 2 * Complex.normSq (x 1) := by
      simp [twoLevel, PiLp.inner_apply, Fin.sum_univ_two, Complex.normSq_apply]
      ring
    rw [h]
    by_contra hn
    have h0 := Complex.normSq_nonneg (x 0)
    have h1 := Complex.normSq_nonneg (x 1)
    have e0 : x 0 = 0 := Complex.normSq_eq_zero.1 (by linarith)
    have e1 : x 1 = 0 := Complex.normSq_eq_zero.1 (by linarith)
    exact hx (by ext i; fin_cases i <;> simp [e0, e1])
  · rintro ⟨μ, h⟩
    have h0 : (1 : ℂ) = μ := by
      simpa [twoLevel] using congrArg (fun x : EuclideanSpace ℂ (Fin 2) => x 0) h
    have h1 : (2 : ℂ) = μ := by
      simpa [twoLevel] using congrArg (fun x : EuclideanSpace ℂ (Fin 2) => x 1) h
    rw [← h0] at h1
    norm_num at h1

end

end ContractionHierarchy
```

```lean
#print axioms ContractionHierarchy.contractedEnergy_anti
-- 'ContractionHierarchy.contractedEnergy_anti' depends on axioms: [propext, Classical.choice, Quot.sound]
#print axioms ContractionHierarchy.contraction_hierarchy
-- 'ContractionHierarchy.contraction_hierarchy' depends on axioms: [propext, Classical.choice, Quot.sound]
```
